# On a finite graph with nonnegative link weights, the von Weizsäcker energy is at most the orbital kinetic energy

Let $\psi_i(x)$ be complex orbitals on the sites $x$ of a finite graph, with density $n_x=\sum_i|\psi_i(x)|^2$. Let $t_{xy}\ge 0$ be link weights and $u_{xy}$ complex numbers of modulus one. Then

$$\sum_{x,y}t_{xy}\left(\sqrt{n_x}-\sqrt{n_y}\right)^2\;\le\;\sum_i\sum_{x,y}t_{xy}\,|\psi_i(x)-u_{xy}\psi_i(y)|^2 .$$

The $u_{xy}$ are Peierls phases, which describe a magnetic field; without a field, one can take $u_{xy}=1$. For non-interacting electrons on a finite lattice, or on a grid with the nearest-neighbour finite-difference stencil, this bounds the kinetic energy from below by a functional of the density alone. Higher-order stencils can have negative link weights and are then not covered. The Hoffmann-Ostenhof inequality of the continuum concerns gradients and correlated many-particle wavefunctions; the version here concerns link differences and a finite set of orbitals.

## Density and the two energies

```lean
import Mathlib

open Finset

namespace LatticeHoffmannOstenhof

noncomputable section

variable {V ι : Type*} [Fintype ι]
```

`V` is the set of sites and `ι` the set of orbital labels. There are finitely many orbitals. The sites will be required to be finite wherever a sum runs over them.

```lean
/-- The length of the vector of orbital values at one site. -/
def amplitude (a : ι → ℂ) : ℝ := √(∑ i, ‖a i‖ ^ 2)
```

At one site, the values of all orbitals form a complex vector $a=(a_i)$. Its length is `amplitude a`, written $A=\sqrt{\sum_i|a_i|^2}$ below. The type `ι → ℂ` means a function that assigns a complex number to each label.

```lean
/-- The particle density at site `x`, summed over the orbitals. -/
def density (ψ : ι → V → ℂ) (x : V) : ℝ := ∑ i, ‖ψ i x‖ ^ 2
```

The expression `ψ i x` is $\psi_i(x)$, and `density ψ x` is $n_x$. Orthonormality is not assumed, so a fractional occupation $f_i$ can be included by multiplying $\psi_i$ by $\sqrt{f_i}$.

```lean
/-- The lattice von Weizsäcker energy of a density `n`, summed over ordered pairs of sites. -/
def weizsaecker [Fintype V] (t : V → V → ℝ) (n : V → ℝ) : ℝ :=
  ∑ x, ∑ y, t x y * (√(n x) - √(n y)) ^ 2
```

This is the left side of the inequality, as a functional of any real function `n` on the sites. The sum runs over ordered pairs, so a bond with $t_{xy}=t_{yx}$ is counted twice. There is no prefactor $\tfrac12$.

```lean
/-- The lattice kinetic energy of the orbitals with link factors `u`, summed over ordered
pairs of sites. -/
def kineticEnergy [Fintype V] (t : V → V → ℝ) (u : V → V → ℂ) (ψ : ι → V → ℂ) : ℝ :=
  ∑ i, ∑ x, ∑ y, t x y * ‖ψ i x - u x y * ψ i y‖ ^ 2
```

The kinetic energy follows the same counting convention, so the comparison is unaffected. For symmetric weights and $u_{yx}=\overline{u_{xy}}$, half of this sum is the usual hopping energy plus the on-site term $\sum_x\left(\sum_y t_{xy}\right)n_x$. That term makes a constant orbital cost nothing at zero field. Neither symmetry is needed for the theorems.

## The inequality on one link

```lean
/-- The squared amplitude is the sum of the squared moduli of the orbital values. -/
theorem amplitude_sq (a : ι → ℂ) : amplitude a ^ 2 = ∑ i, ‖a i‖ ^ 2 :=
  Real.sq_sqrt (Finset.sum_nonneg fun i _ => sq_nonneg ‖a i‖)
```

In a Lean theorem, the statement stands before `:=` and the proof after it. Here the statement is $A^2=\sum_i|a_i|^2$, which holds because the square root is taken of a nonnegative number.

```lean
/-- The gap between the two energies of a link, times both amplitudes, is a sum of squares. -/
theorem link_identity (a b : ι → ℂ) :
    amplitude a * amplitude b *
        (∑ i, ‖a i - b i‖ ^ 2 - (amplitude a - amplitude b) ^ 2) =
      ∑ i, ‖(amplitude b : ℂ) * a i - (amplitude a : ℂ) * b i‖ ^ 2 := by
  -- expand the squared distance of two rescaled orbital vectors
  have key : ∀ s r : ℝ, ∑ i, ‖(s : ℂ) * a i - (r : ℂ) * b i‖ ^ 2 =
      s ^ 2 * ∑ i, ‖a i‖ ^ 2 + r ^ 2 * ∑ i, ‖b i‖ ^ 2
        - 2 * s * r * ∑ i, ((a i).re * (b i).re + (a i).im * (b i).im) := by
    intro s r
    rw [Finset.mul_sum, Finset.mul_sum, Finset.mul_sum, ← Finset.sum_add_distrib,
      ← Finset.sum_sub_distrib]
    refine Finset.sum_congr rfl fun i _ => ?_
    simp only [Complex.sq_norm, Complex.normSq_apply, Complex.sub_re, Complex.sub_im,
      Complex.mul_re, Complex.mul_im, Complex.ofReal_re, Complex.ofReal_im]
    ring
  have h1 := key 1 1
  simp only [Complex.ofReal_one, one_mul, one_pow, mul_one] at h1
  rw [key (amplitude b) (amplitude a), h1, ← amplitude_sq a, ← amplitude_sq b]
  ring
```

Let $a$ and $b$ be the orbital vectors at the two ends of a link, with lengths $A$ and $B$. The theorem says

$$AB\left(\sum_i|a_i-b_i|^2-(A-B)^2\right)=\sum_i|B a_i-A b_i|^2 .$$

To derive it, put $R=\sum_i(\mathrm{Re}\,a_i\,\mathrm{Re}\,b_i+\mathrm{Im}\,a_i\,\mathrm{Im}\,b_i)$. For real $s$ and $r$, expanding the square gives

$$\sum_i|s a_i-r b_i|^2=s^2A^2+r^2B^2-2srR .$$

With $s=r=1$, the bracket on the left of the identity becomes

$$A^2+B^2-2R-(A-B)^2=2(AB-R).$$

With $s=B$ and $r=A$, the right side becomes $2A^2B^2-2ABR=2AB(AB-R)$. The two sides agree.

In the proof, `key` is the expansion for general $s$ and $r$, obtained from real and imaginary parts. It is used at these two choices, and `ring` does the remaining algebra.

```lean
/-- If the density vanishes at one end of a link, the two energies of the link agree. -/
theorem link_eq_of_empty_site (a b : ι → ℂ) (h : amplitude a * amplitude b = 0) :
    ∑ i, ‖a i - b i‖ ^ 2 = (amplitude a - amplitude b) ^ 2 := by
  have hz : ∀ c : ι → ℂ, amplitude c = 0 → ∀ i, c i = 0 := by
    intro c hc i
    have h1 := amplitude_sq c
    rw [hc] at h1
    have h2 : ∑ i, ‖c i‖ ^ 2 = 0 := by linarith
    have h3 := (Finset.sum_eq_zero_iff_of_nonneg
      (fun i _ => sq_nonneg ‖c i‖)).1 h2 i (Finset.mem_univ i)
    simpa using h3
  rcases mul_eq_zero.1 h with h | h
  · have h0 := hz a h
    rw [h]
    simp only [h0, zero_sub, norm_neg]
    rw [← amplitude_sq b]
    ring
  · have h0 := hz b h
    rw [h]
    simp only [h0, sub_zero]
    exact (amplitude_sq a).symm
```

The identity says nothing about the bracket when $AB=0$, so this case is treated separately. If $A=0$, every $a_i$ vanishes, and both link energies equal $B^2$. If $B=0$, both equal $A^2$. The auxiliary statement `hz` supplies the first step: a sum of nonnegative terms that is zero has only zero terms.

```lean
/-- On a single link the squared difference of amplitudes is at most the summed squared
differences of the orbitals. -/
theorem link_le (a b : ι → ℂ) :
    (amplitude a - amplitude b) ^ 2 ≤ ∑ i, ‖a i - b i‖ ^ 2 := by
  by_cases h : amplitude a * amplitude b = 0
  · exact (link_eq_of_empty_site a b h).ge
  · have hpos : 0 < amplitude a * amplitude b :=
      lt_of_le_of_ne (mul_nonneg (Real.sqrt_nonneg _) (Real.sqrt_nonneg _)) (Ne.symm h)
    have h0 : 0 ≤ amplitude a * amplitude b *
        (∑ i, ‖a i - b i‖ ^ 2 - (amplitude a - amplitude b) ^ 2) := by
      rw [link_identity]
      exact Finset.sum_nonneg fun i _ => sq_nonneg _
    exact sub_nonneg.1 ((mul_nonneg_iff_of_pos_left hpos).1 h0)
```

This is the inequality for a single link, $(A-B)^2\le\sum_i|a_i-b_i|^2$. The command `by_cases` splits the proof as one would by hand. If $AB=0$, the two sides are equal. Otherwise $AB>0$, and the identity shows that $AB$ times the gap is a sum of squares, so the gap itself is nonnegative.

```lean
/-- The two energies of a link agree exactly when the orbital vectors at its ends, each scaled
by the amplitude at the other end, coincide. -/
theorem link_eq_iff (a b : ι → ℂ) :
    (amplitude a - amplitude b) ^ 2 = ∑ i, ‖a i - b i‖ ^ 2 ↔
      ∀ i, (amplitude b : ℂ) * a i = (amplitude a : ℂ) * b i := by
  have h1 := link_identity a b
  constructor
  · intro h i
    rw [← h, sub_self, mul_zero] at h1
    have h2 := (Finset.sum_eq_zero_iff_of_nonneg
      (fun i _ => by positivity)).1 h1.symm i (Finset.mem_univ i)
    exact sub_eq_zero.1 (norm_eq_zero.1 ((pow_eq_zero_iff two_ne_zero).1 h2))
  · intro h
    by_cases h0 : amplitude a * amplitude b = 0
    · exact (link_eq_of_empty_site a b h0).symm
    · have h2 : ∑ i, ‖(amplitude b : ℂ) * a i - (amplitude a : ℂ) * b i‖ ^ 2 = 0 := by
        refine Finset.sum_eq_zero fun i _ => ?_
        rw [h i, sub_self, norm_zero]
        norm_num
      rw [h2] at h1
      exact (sub_eq_zero.1 ((mul_eq_zero.1 h1).resolve_left h0)).symm
```

The symbol `↔` means "if and only if". Equality holds on a link exactly when $B a_i=A b_i$ for every $i$.

If the two energies agree, the left side of the identity is zero, and so is each square on the right. Conversely, if all these squares vanish, then $AB$ times the gap is zero. For $AB\ne0$ the gap must vanish; for $AB=0$ it vanishes by the empty-site result.

## From links to the whole graph

```lean
variable [Fintype V]

/-- The kinetic energy can be summed link by link. -/
theorem kineticEnergy_eq_sum_links (t : V → V → ℝ) (u : V → V → ℂ) (ψ : ι → V → ℂ) :
    kineticEnergy t u ψ = ∑ x, ∑ y, t x y * ∑ i, ‖ψ i x - u x y * ψ i y‖ ^ 2 := by
  unfold kineticEnergy
  rw [Finset.sum_comm]
  refine Finset.sum_congr rfl fun x _ => ?_
  rw [Finset.sum_comm]
  simp only [Finset.mul_sum]
```

From here on the set of sites is finite. The theorem exchanges the order of summation, so that the kinetic energy reads

$$\sum_{x,y}t_{xy}\sum_i|\psi_i(x)-u_{xy}\psi_i(y)|^2 .$$

Each link now carries one term that involves all orbitals.

```lean
/-- Lattice Hoffmann-Ostenhof inequality with Peierls phases: the von Weizsäcker energy of the
density is at most the kinetic energy of the orbitals. -/
theorem hoffmann_ostenhof_peierls (t : V → V → ℝ) (u : V → V → ℂ) (ψ : ι → V → ℂ)
    (ht : ∀ x y, 0 ≤ t x y) (hu : ∀ x y, ‖u x y‖ = 1) :
    weizsaecker t (density ψ) ≤ kineticEnergy t u ψ := by
  rw [kineticEnergy_eq_sum_links]
  unfold weizsaecker
  refine Finset.sum_le_sum fun x _ => Finset.sum_le_sum fun y _ =>
    mul_le_mul_of_nonneg_left ?_ (ht x y)
  -- a link phase does not change the density
  have hb : amplitude (fun i => u x y * ψ i y) = √(density ψ y) := by
    simp only [amplitude, density, norm_mul, hu x y, one_mul]
  have h := link_le (fun i => ψ i x) (fun i => u x y * ψ i y)
  rw [hb] at h
  exact h
```

This is the main theorem. The hypothesis `ht` says $t_{xy}\ge0$: a difference between linked sites never lowers the energy. The hypothesis `hu` says $|u_{xy}|=1$: the field changes only the phase of a hopping amplitude, whose magnitude is $t_{xy}$.

For the derivation, fix $x$ and $y$ and take $a_i=\psi_i(x)$ and $b_i=u_{xy}\psi_i(y)$. Then $A=\sqrt{n_x}$. Since the phase has modulus one,

$$B^2=\sum_i|u_{xy}|^2|\psi_i(y)|^2=n_y .$$

The link inequality therefore gives

$$\left(\sqrt{n_x}-\sqrt{n_y}\right)^2\le\sum_i|\psi_i(x)-u_{xy}\psi_i(y)|^2 .$$

Multiplying by $t_{xy}\ge0$ and summing over $x$ and $y$ proves the claim.

Lean takes these steps in reverse order. `Finset.sum_le_sum`, used twice, reduces the claim to one link, and `mul_le_mul_of_nonneg_left` removes the weight. The statement `hb` is $B=\sqrt{n_y}$, and `link_le` finishes the proof.

```lean
/-- Lattice Hoffmann-Ostenhof inequality for complex orbitals without a magnetic field. -/
theorem hoffmann_ostenhof (t : V → V → ℝ) (ψ : ι → V → ℂ) (ht : ∀ x y, 0 ≤ t x y) :
    ∑ x, ∑ y, t x y * (√(density ψ x) - √(density ψ y)) ^ 2 ≤
      ∑ i, ∑ x, ∑ y, t x y * ‖ψ i x - ψ i y‖ ^ 2 := by
  have h := hoffmann_ostenhof_peierls t (fun _ _ => 1) ψ ht (fun _ _ => by simp)
  simpa only [weizsaecker, kineticEnergy, one_mul] using h
```

Setting every $u_{xy}$ to one gives the inequality at zero field, with both energies written out in full. The orbitals may still be complex.

## When the two energies agree

```lean
/-- The two energies are equal exactly when, on every link of positive weight, the orbitals at
the two ends agree after transport by the link phase and scaling by the root densities. -/
theorem hoffmann_ostenhof_eq_iff (t : V → V → ℝ) (u : V → V → ℂ) (ψ : ι → V → ℂ)
    (ht : ∀ x y, 0 ≤ t x y) (hu : ∀ x y, ‖u x y‖ = 1) :
    weizsaecker t (density ψ) = kineticEnergy t u ψ ↔
      ∀ x y, 0 < t x y → ∀ i, ((√(density ψ y) : ℝ) : ℂ) * ψ i x =
        ((√(density ψ x) : ℝ) : ℂ) * (u x y * ψ i y) := by
  have hb : ∀ x y, amplitude (fun i => u x y * ψ i y) = √(density ψ y) := by
    intro x y
    simp only [amplitude, density, norm_mul, hu x y, one_mul]
  have hle : ∀ x y, t x y * (√(density ψ x) - √(density ψ y)) ^ 2 ≤
      t x y * ∑ i, ‖ψ i x - u x y * ψ i y‖ ^ 2 := by
    intro x y
    have h := link_le (fun i => ψ i x) (fun i => u x y * ψ i y)
    rw [hb] at h
    exact mul_le_mul_of_nonneg_left h (ht x y)
  rw [kineticEnergy_eq_sum_links]
  unfold weizsaecker
  -- equal sums of ordered terms force equality link by link
  rw [Finset.sum_eq_sum_iff_of_le (fun x _ => Finset.sum_le_sum fun y _ => hle x y)]
  constructor
  · intro h x y hxy
    have h1 := (Finset.sum_eq_sum_iff_of_le (fun y _ => hle x y)).1
      (h x (Finset.mem_univ x)) y (Finset.mem_univ y)
    have h2 := mul_left_cancel₀ hxy.ne' h1
    have h3 := link_eq_iff (fun i => ψ i x) (fun i => u x y * ψ i y)
    rw [hb] at h3
    exact h3.1 h2
  · intro h x _
    refine Finset.sum_congr rfl fun y _ => ?_
    rcases (ht x y).eq_or_lt with h0 | h0
    · rw [← h0, zero_mul, zero_mul]
    · have h3 := link_eq_iff (fun i => ψ i x) (fun i => u x y * ψ i y)
      rw [hb] at h3
      exact congrArg (t x y * ·) (h3.2 (h x y h0))
```

Under the same hypotheses, the energies are equal exactly when

$$\sqrt{n_y}\,\psi_i(x)=\sqrt{n_x}\,u_{xy}\,\psi_i(y)$$

for every orbital $i$ and every ordered pair with $t_{xy}>0$. Where both densities are nonzero, this says that the normalised orbital vector at $x$ is the one at $y$ multiplied by the link phase. Where either density vanishes, both sides are zero and the condition holds by itself.

By hand, each weighted link term on the left is at most the corresponding term on the right. Two such finite sums can agree only if they agree term by term, which is the content of `Finset.sum_eq_sum_iff_of_le`. On a link of positive weight one divides by $t_{xy}$ and applies the equality condition for a single link. A link of zero weight contributes nothing to either sum and imposes no condition.

```lean
/-- Without a magnetic field, orbitals that are all multiples of one nonnegative real function
have kinetic energy equal to the von Weizsäcker energy. -/
theorem weizsaecker_eq_of_common_orbital (t : V → V → ℝ) (c : ι → ℂ) (φ : V → ℝ)
    (hφ : ∀ x, 0 ≤ φ x) :
    weizsaecker t (density fun i x => c i * (φ x : ℂ)) =
      kineticEnergy t (fun _ _ => 1) (fun i x => c i * (φ x : ℂ)) := by
  have hn : ∀ x, √(density (fun i x => c i * (φ x : ℂ)) x) = amplitude c * φ x := by
    intro x
    have h : density (fun i x => c i * (φ x : ℂ)) x = (amplitude c * φ x) ^ 2 := by
      simp only [density, norm_mul, mul_pow, Complex.norm_real, Real.norm_eq_abs, sq_abs,
        amplitude_sq, Finset.sum_mul]
    have hc : 0 ≤ amplitude c := Real.sqrt_nonneg _
    rw [h, Real.sqrt_sq (mul_nonneg hc (hφ x))]
  rw [kineticEnergy_eq_sum_links]
  unfold weizsaecker
  refine Finset.sum_congr rfl fun x _ => Finset.sum_congr rfl fun y _ => ?_
  rw [hn, hn]
  refine congrArg (t x y * ·) ?_
  rw [← mul_sub, mul_pow, amplitude_sq, Finset.sum_mul]
  refine Finset.sum_congr rfl fun i _ => ?_
  have e : c i * (φ x : ℂ) - 1 * (c i * (φ y : ℂ)) = c i * ((φ x - φ y : ℝ) : ℂ) := by
    push_cast
    ring
  rw [e, norm_mul, mul_pow, Complex.norm_real, Real.norm_eq_abs, sq_abs]

end

end LatticeHoffmannOstenhof
```

The last theorem gives a family of orbitals that reaches equality at zero field. Let $\psi_i(x)=c_i\varphi(x)$ with complex constants $c_i$ and a real function $\varphi\ge0$; in Lean, $\varphi$ is `φ`. Two electrons of opposite spin in one nonnegative spatial orbital are an example, with $c=(1,1)$.

Write $C=\sqrt{\sum_i|c_i|^2}$. Then $n_x=C^2\varphi(x)^2$. Because $\varphi$ is nonnegative, $\sqrt{n_x}=C\varphi(x)$, which is `hn` in the proof. On each link,

$$\left(\sqrt{n_x}-\sqrt{n_y}\right)^2=C^2\left(\varphi(x)-\varphi(y)\right)^2=\sum_i|c_i\varphi(x)-c_i\varphi(y)|^2 .$$

Multiplying by $t_{xy}$ and summing gives equal energies. Since the link terms are already equal, this theorem needs no condition on the sign of the weights.

```lean
#print axioms LatticeHoffmannOstenhof.hoffmann_ostenhof
#print axioms LatticeHoffmannOstenhof.hoffmann_ostenhof_eq_iff
#print axioms LatticeHoffmannOstenhof.weizsaecker_eq_of_common_orbital
```

```
'LatticeHoffmannOstenhof.hoffmann_ostenhof' depends on axioms: [propext, Classical.choice, Quot.sound]
'LatticeHoffmannOstenhof.hoffmann_ostenhof_eq_iff' depends on axioms: [propext, Classical.choice, Quot.sound]
'LatticeHoffmannOstenhof.weizsaecker_eq_of_common_orbital' depends on axioms: [propext, Classical.choice, Quot.sound]
```
